# The mixed-symmetry immanant and the permanent of a 3 by 3 matrix, written out in its entries

For three particles, the mixed-symmetry character of a permutation is the number of particles it leaves in place, minus one: 2 for the identity, 0 for an exchange of two particles and −1 for a cyclic permutation. The declaration weights the permutation products of an arbitrary complex 3 by 3 matrix with this character, divides by the dimension 2, and states that the result is the diagonal product minus half the sum of the two cyclic products. It also states that the permanent is the sum of all six products, each with weight one. The attempt lists the six permutations, writes out both sums over them, and leaves the simplification to `simp` and the algebra to `ring`.

The failing Lean file:

```lean
import Mathlib

open Matrix Finset
open scoped ComplexOrder ComplexConjugate

namespace ExplicitFormulas

noncomputable section

/-- The immanant of a matrix for a weight `χ` on permutations: the sum over all permutations
of the weight times the product of the permuted entries. -/
def immanant {n : ℕ} (χ : Equiv.Perm (Fin n) → ℂ) (A : Matrix (Fin n) (Fin n) ℂ) : ℂ :=
  ∑ σ, χ σ * ∏ i, A (σ i) i

/-- The mixed-symmetry character of the permutations of three particles: the number of
particles left in place, minus one. -/
def mixedCharacter (σ : Equiv.Perm (Fin 3)) : ℂ :=
  (∑ i, if σ i = i then 1 else 0) - 1

/-- The mixed-symmetry immanant, divided by the dimension two of the representation. -/
def mixedImmanant (A : Matrix (Fin 3) (Fin 3) ℂ) : ℂ :=
  immanant mixedCharacter A / 2

/-- The normalised mixed-symmetry immanant and the permanent of a 3 by 3 matrix, written out
in the matrix entries. -/
theorem explicit_formulas (A : Matrix (Fin 3) (Fin 3) ℂ) :
    mixedImmanant A = A 0 0 * A 1 1 * A 2 2
        - (A 0 1 * A 1 2 * A 2 0 + A 0 2 * A 1 0 * A 2 1) / 2 ∧
      A.permanent = A 0 0 * A 1 1 * A 2 2 + A 0 1 * A 1 2 * A 2 0 + A 0 2 * A 1 0 * A 2 1
        + A 0 0 * A 1 2 * A 2 1 + A 1 1 * A 0 2 * A 2 0 + A 2 2 * A 0 1 * A 1 0 := by
  -- list the six permutations
  have hs : ∀ f : Equiv.Perm (Fin 3) → ℂ, ∑ σ, f σ =
      f 1 + f (Equiv.swap 0 1) + f (Equiv.swap 0 2) + f (Equiv.swap 1 2)
        + f (Equiv.swap 0 1 * Equiv.swap 1 2) + f (Equiv.swap 1 2 * Equiv.swap 0 1) := by
    intro f
    have hu : (univ : Finset (Equiv.Perm (Fin 3))) =
        {1, Equiv.swap 0 1, Equiv.swap 0 2, Equiv.swap 1 2,
          Equiv.swap 0 1 * Equiv.swap 1 2, Equiv.swap 1 2 * Equiv.swap 0 1} := by decide
    rw [hu, sum_insert, sum_insert, sum_insert, sum_insert, sum_insert, sum_singleton]
    · ring
    all_goals decide
  constructor
  · rw [mixedImmanant, immanant, hs]
    simp [mixedCharacter, Fin.prod_univ_three, Fin.sum_univ_three, Equiv.swap_apply_def]
    ring
  · rw [Matrix.permanent, hs]
    simp [Fin.prod_univ_three, Equiv.swap_apply_def]
    ring

end

end ExplicitFormulas
```

The error:

```
Try this:
  [apply] ring_nf
  
  The `ring` tactic failed to close the goal. Use `ring_nf` to obtain a normal form.
    
  Note that `ring` works primarily in *commutative* rings. If you have a noncommutative ring, abelian group or module, consider using `noncomm_ring`, `abel` or `module` instead.
Main.lean:43:2: error: unsolved goals
case left
A : Matrix (Fin 3) (Fin 3) ℂ
hs :
  ∀ (f : Equiv.Perm (Fin 3) → ℂ),
    ∑ σ, f σ =
      f 1 + f (Equiv.swap 0 1) + f (Equiv.swap 0 2) + f (Equiv.swap 1 2) + f (Equiv.swap 0 1 * Equiv.swap 1 2) +
        f (Equiv.swap 1 2 * Equiv.swap 0 1)
⊢ A 0 0 * A 1 1 * A 2 2 + A 1 0 * A 2 1 * A 0 2 * (-1 / 2) +
        ↑(#{x |
                      (if ¬x = 0 → (if x = 1 then 0 else x) = 1 then 2
                        else
                          if (if x = 0 then 1 else if x = 1 then 0 else x) = 2 then 1
                          else if x = 0 then 1 else if x = 1 then 0 else x) =
                        x}) *
                A 2 0 *
              A 0 1 *
            A 1 2 *
          (1 / 2) +
      A 2 0 * A 0 1 * A 1 2 * (-1 / 2) =
    A 0 0 * A 1 1 * A 2 2 + A 1 0 * A 2 1 * A 0 2 * (-1 / 2) + A 2 0 * A 0 1 * A 1 2 * (-1 / 2)
```

What went wrong. The first message says that `ring` did not close the goal, and the second shows what was left in the immanant part. The two sides differ by one term, which contains the number of elements `x` left in place by `Equiv.swap 1 2 * Equiv.swap 0 1`. This permutation is cyclic and leaves none in place, so the number is zero and the goal is true. The counts for the other permutations have been evaluated and no longer appear. In this one, `simp` had rewritten part of the condition as an implication, and the count was left unevaluated, so `ring` could not cancel the term.

The count comes from the sum in `mixedCharacter`. `Fin.sum_univ_three` was meant to write that sum out as three terms, but in the same call `simp` also had its standard lemmas, one of which turns a sum of ones and zeros into the size of a set. Once that has happened, `Fin.sum_univ_three` no longer finds a sum to expand.

The repair splits the call. `simp only` first unfolds the character and writes out the sums and products, with no lemma at hand that forms a count. The following `simp` then only has to evaluate the swaps at definite indices and decide the conditions, and `ring` finishes the algebra.

Fix (accepted with no message):

```diff
@@ -42,5 +42,6 @@
   constructor
   · rw [mixedImmanant, immanant, hs]
-    simp [mixedCharacter, Fin.prod_univ_three, Fin.sum_univ_three, Equiv.swap_apply_def]
+    simp only [mixedCharacter, Fin.prod_univ_three, Fin.sum_univ_three]
+    simp [Equiv.swap_apply_def]
     ring
   · rw [Matrix.permanent, hs]
```
